# The linear E⊗e Jahn-Teller Hamiltonian conserves vibronic angular momentum

## Two labels that fail

Couple an electronic doublet linearly to a doubly degenerate vibration, and neither the vibrational angular momentum nor the electronic pseudospin labels the eigenstates any longer. Without a replacement, a basis with at most N vibrational quanta gives one matrix of dimension (N+1)(N+2). The replacement is the sum of the two lost labels.

Let a and b annihilate the two circular vibrational quanta, with [a,a†] = [b,b†] = 1. Let sp and sm raise and lower the pseudospin, and let sz have eigenvalues ±1. Define

N̂ = a†a + b†b, L = a†a − b†b, q = a + b†, q† = a† + b.

With vibrational energy w and coupling strength g, the Hamiltonian and the candidate conserved quantity are

H = wN̂ + g(q sp + q† sm), J = L + sz/2.

Angular momentum is in units of ħ, and the constant zero-point energy is omitted.

## Vibration and electron trade one unit

From the boson relations,

[a†a, a] = −[a,a†]a = −a, [b†b, b†] = b†[b,b†] = b†.

In the same way [a†a, a†] = a† and [b†b, b] = −b. The modes commute with each other, so

[L,q] = −q, [L,q†] = q†.

The pseudospin obeys sp² = sm² = 0, sp sm + sm sp = 1 and sz = sp sm − sm sp. Hence

[sz,sp] = 2 sp sm sp = 2(1 − sm sp)sp = 2sp,

[sz,sm] = −2 sm sp sm = −2sm(1 − sm sp) = −2sm.

Both L and sz commute with N̂. Write T = q sp − q† sm. Since modes and pseudospin commute,

[L,H] = g(−q sp + q† sm) = −gT,

[sz/2,H] = g(q sp − q† sm) = gT.

The sum vanishes: [J,H] = 0.

## Quadratic coupling changes J by three

Add kW, where W = q² sm + (q†)² sp is the warping term and k its strength. The product rule gives [L,q²] = −2q² and [L,(q†)²] = 2(q†)². With D = (q†)² sp − q² sm,

[L,W] = 2D, [sz/2,W] = D, [J,H + kW] = 3kD.

In the usual number basis |n_a,n_b,spin⟩, D takes |0,0,↓⟩ to √2|2,0,↑⟩, so there J is lost for every k ≠ 0. That evaluation is by hand; the file stops at the commutator.

## One chain of states for each J

Without the warping term (k = 0), a diagonalisation can treat each J separately. For J = 1/2 the basis is

|0,0,↑⟩, |1,0,↓⟩, |1,1,↑⟩, |2,1,↓⟩, …

The matrix is tridiagonal, with diagonal 0, w, 2w, 3w, … and off-diagonal entries g, g, √2 g, √2 g, … . Keeping at most N quanta leaves N+1 states.

Take w = 1, g = 2/3 and N = 1. The J = 1/2 block has rows (0, 2/3) and (2/3, 1), with eigenvalues −1/3 and 4/3. The lower eigenvector is

(2|0,0,↑⟩ − |1,0,↓⟩)/√5.

In it ⟨L⟩ = 1/5 and ⟨sz/2⟩ = 3/10. Neither L nor sz is sharp, but J = 1/2 is.

## What the Lean statement says

`Operators A` collects seven elements of a ring `A`; `ad` and `bd` stand for a† and b†. `Relations` is the hypothesis that they obey the boson and pseudospin relations above and that the two modes and the pseudospin commute with one another. For the Hamiltonian, `A` is also a complex algebra, and `•` multiplies by a scalar.

`vibronicJ_conserved` says that J and H commute for all complex `w` and `g`; a Hermitian Hamiltonian needs real values. `angular_momentum_exchange` gives the two opposite commutators, and `warping_commutator` gives 3kD. The code calls T `exchange` and D `torque`.

These are algebraic identities: there is no Hilbert space, adjoint or spectrum. The file assumes the relations and constructs no operators satisfying them. In physics they hold on finite combinations of number states. Matrices of finite, nonzero size cannot satisfy [a,a†] = 1, because a commutator has trace zero and the identity does not. The truncated blocks above are therefore projections of the model; they still separate by J because each basis state has a definite J.

```lean
import Mathlib

namespace JahnTeller

noncomputable section

/-- The operators of an E⊗e Jahn-Teller model: two vibrational modes `a, ad` and `b, bd`
(annihilation, creation) and an electronic pseudospin `sp, sm, sz`. -/
structure Operators (A : Type*) where
  (a ad b bd sp sm sz : A)

variable {A : Type*} [Ring A]

-- Remark: the standard instance acts on two-component polynomials in two variables, with
-- derivatives as `a, b`, multiplications as `ad, bd`, the 2×2 raising and lowering matrices as
-- `sp, sm` and the diagonal Pauli matrix as `sz`. It is left out here.

/-- The two modes are independent bosons, the pseudospin obeys the Pauli relations, and
modes and pseudospin commute. -/
structure Operators.Relations (o : Operators A) : Prop where
  ccr_a : o.a * o.ad - o.ad * o.a = 1
  ccr_b : o.b * o.bd - o.bd * o.b = 1
  a_b : Commute o.a o.b
  a_bd : Commute o.a o.bd
  ad_b : Commute o.ad o.b
  ad_bd : Commute o.ad o.bd
  a_sp : Commute o.a o.sp
  ad_sp : Commute o.ad o.sp
  b_sp : Commute o.b o.sp
  bd_sp : Commute o.bd o.sp
  a_sm : Commute o.a o.sm
  ad_sm : Commute o.ad o.sm
  b_sm : Commute o.b o.sm
  bd_sm : Commute o.bd o.sm
  sp_sq : o.sp * o.sp = 0
  sm_sq : o.sm * o.sm = 0
  anti : o.sp * o.sm + o.sm * o.sp = 1
  comm : o.sp * o.sm - o.sm * o.sp = o.sz

namespace Operators

/-- The total number of vibrational quanta, `ad * a + bd * b`. -/
def quanta (o : Operators A) : A := o.ad * o.a + o.bd * o.b

/-- The vibrational angular momentum, `ad * a - bd * b`. -/
def vibL (o : Operators A) : A := o.ad * o.a - o.bd * o.b

/-- The circular distortion coordinate `a + bd`. -/
def q (o : Operators A) : A := o.a + o.bd

/-- The opposite circular distortion coordinate `ad + b`. -/
def qd (o : Operators A) : A := o.ad + o.b

/-- The linear vibronic coupling `(a + bd) * sp + (ad + b) * sm`. -/
def coupling (o : Operators A) : A := o.q * o.sp + o.qd * o.sm

/-- The exchange operator `(a + bd) * sp - (ad + b) * sm`. -/
def exchange (o : Operators A) : A := o.q * o.sp - o.qd * o.sm

/-- The quadratic (warping) coupling `(a + bd)² * sm + (ad + b)² * sp`. -/
def warping (o : Operators A) : A := o.q * o.q * o.sm + o.qd * o.qd * o.sp

/-- The difference `(ad + b)² * sp - (a + bd)² * sm` of the two warping terms. -/
def torque (o : Operators A) : A := o.qd * o.qd * o.sp - o.q * o.q * o.sm

/-- The linear Jahn-Teller Hamiltonian with vibrational energy `w` and coupling `g`. -/
def hamiltonian [Algebra ℂ A] (o : Operators A) (w g : ℂ) : A :=
  w • o.quanta + g • o.coupling

/-- The vibronic angular momentum `ad * a - bd * b + sz/2`. -/
def vibronicJ [Algebra ℂ A] (o : Operators A) : A := o.vibL + (1 / 2 : ℂ) • o.sz

end Operators

variable {o : Operators A}

/-- An operator that commutes with all four mode operators commutes with the vibrational
angular momentum, the number of quanta and both circular coordinates. -/
theorem commute_of_modes {s : A} (ha : Commute o.a s) (had : Commute o.ad s)
    (hb : Commute o.b s) (hbd : Commute o.bd s) :
    Commute o.vibL s ∧ Commute o.quanta s ∧ Commute o.q s ∧ Commute o.qd s :=
  ⟨(had.mul_left ha).sub_left (hbd.mul_left hb), (had.mul_left ha).add_left (hbd.mul_left hb),
    ha.add_left hbd, had.add_left hb⟩

/-- Under `Relations`, `a + bd` lowers the vibrational angular momentum by one unit, and `ad + b`
raises it by one unit. -/
theorem vibL_shift (h : o.Relations) :
    o.vibL * o.q - o.q * o.vibL = -o.q ∧ o.vibL * o.qd - o.qd * o.vibL = o.qd := by
  have h1 := h.ccr_a
  have h2 := h.ccr_b
  have h3 := h.a_b.eq
  have h4 := h.a_bd.eq
  have h5 := h.ad_b.eq
  have h6 := h.ad_bd.eq
  unfold Operators.vibL Operators.q Operators.qd
  constructor
  · linear_combination (norm := noncomm_ring) -(h1 * o.a) - o.bd * h2 + o.ad * h4 + h6 * o.a
      + h4 * o.b + o.bd * h3
  · linear_combination (norm := noncomm_ring) o.ad * h1 + h2 * o.b + o.ad * h3 + h5 * o.a
      + h6 * o.b + o.bd * h5

/-- Under `Relations`, the pseudospin operators `sp` and `sm` change `sz` by plus and minus two. -/
theorem sz_shift (h : o.Relations) :
    o.sz * o.sp - o.sp * o.sz = 2 * o.sp ∧ o.sz * o.sm - o.sm * o.sz = -(2 * o.sm) := by
  have hp := h.sp_sq
  have hm := h.sm_sq
  have hc := h.anti
  rw [← h.comm]
  constructor
  · linear_combination (norm := noncomm_ring) hc * o.sp + o.sp * hc - o.sm * hp - o.sm * hp
      - hp * o.sm - hp * o.sm
  · linear_combination (norm := noncomm_ring) -(hc * o.sm) - o.sm * hc + o.sp * hm + o.sp * hm
      + hm * o.sp + hm * o.sp

/-- Under `Relations`, `sz` commutes with the number of quanta and with both circular coordinates.
-/
theorem sz_commute (h : o.Relations) :
    Commute o.quanta o.sz ∧ Commute o.q o.sz ∧ Commute o.qd o.sz := by
  have key : ∀ v : A, Commute v o.sp → Commute v o.sm → Commute v o.sz := by
    intro v hp hm
    rw [← h.comm]
    exact (hp.mul_right hm).sub_right (hm.mul_right hp)
  exact (commute_of_modes (key _ h.a_sp h.a_sm) (key _ h.ad_sp h.ad_sm)
    (key _ h.b_sp h.b_sm) (key _ h.bd_sp h.bd_sm)).2

/-- The linear coupling transfers angular momentum between vibration and electron: under
`Relations`, the commutators of `ad * a - bd * b` and of `sz/2` with the Hamiltonian are equal and
opposite. -/
theorem angular_momentum_exchange [Algebra ℂ A] (h : o.Relations) (w g : ℂ) :
    o.vibL * o.hamiltonian w g - o.hamiltonian w g * o.vibL = -(g • o.exchange) ∧
    ((1 / 2 : ℂ) • o.sz) * o.hamiltonian w g - o.hamiltonian w g * ((1 / 2 : ℂ) • o.sz)
      = g • o.exchange := by
  obtain ⟨hq, hqd⟩ := vibL_shift h
  obtain ⟨hp, hm⟩ := sz_shift h
  obtain ⟨zN, zq, zqd⟩ := sz_commute h
  have Lp := (commute_of_modes h.a_sp h.ad_sp h.b_sp h.bd_sp).1.eq
  have Lm := (commute_of_modes h.a_sm h.ad_sm h.b_sm h.bd_sm).1.eq
  have zq' := zq.symm.eq
  have zqd' := zqd.symm.eq
  have zN' := zN.symm.eq
  -- the free vibrations conserve their own angular momentum
  have hAB : Commute (o.ad * o.a) (o.bd * o.b) :=
    (h.ad_bd.mul_left h.a_bd).mul_right (h.ad_b.mul_left h.a_b)
  have LN : o.vibL * o.quanta = o.quanta * o.vibL := by
    have e := hAB.eq
    unfold Operators.vibL Operators.quanta
    linear_combination (norm := noncomm_ring) e + e
  -- the coupling changes the two parts by opposite amounts
  have LC : o.vibL * o.coupling - o.coupling * o.vibL = -o.exchange := by
    unfold Operators.coupling Operators.exchange
    linear_combination (norm := noncomm_ring) hq * o.sp + o.q * Lp + hqd * o.sm + o.qd * Lm
  have zC : o.sz * o.coupling - o.coupling * o.sz = o.exchange + o.exchange := by
    unfold Operators.coupling Operators.exchange
    linear_combination (norm := noncomm_ring) zq' * o.sp + o.q * hp + zqd' * o.sm + o.qd * hm
  constructor
  · simp only [Operators.hamiltonian, mul_add, add_mul, mul_smul_comm, smul_mul_assoc]
    linear_combination (norm := module) w • LN + g • LC
  · simp only [Operators.hamiltonian, mul_add, add_mul, mul_smul_comm, smul_mul_assoc]
    linear_combination (norm := module) (w / 2) • zN' + (g / 2) • zC

/-- Under `Relations`, the linear E⊗e Jahn-Teller Hamiltonian commutes with the vibronic angular
momentum `ad * a - bd * b + sz/2`. -/
theorem vibronicJ_conserved [Algebra ℂ A] (h : o.Relations) (w g : ℂ) :
    Commute o.vibronicJ (o.hamiltonian w g) := by
  obtain ⟨h1, h2⟩ := angular_momentum_exchange h w g
  change o.vibronicJ * o.hamiltonian w g = o.hamiltonian w g * o.vibronicJ
  rw [Operators.vibronicJ, add_mul, mul_add]
  linear_combination (norm := module) h1 + h2

/-- Under `Relations` and with a warping term of strength `k` added to the linear Hamiltonian, the
commutator of the vibronic angular momentum with the total is
`3k ((ad + b)² * sp - (a + bd)² * sm)`. -/
theorem warping_commutator [Algebra ℂ A] (h : o.Relations) (w g k : ℂ) :
    o.vibronicJ * (o.hamiltonian w g + k • o.warping)
      - (o.hamiltonian w g + k • o.warping) * o.vibronicJ = (3 * k) • o.torque := by
  obtain ⟨hq, hqd⟩ := vibL_shift h
  obtain ⟨hp, hm⟩ := sz_shift h
  have zq := (sz_commute h).2.1.symm.eq
  have zqd := (sz_commute h).2.2.symm.eq
  have Lp := (commute_of_modes h.a_sp h.ad_sp h.b_sp h.bd_sp).1.eq
  have Lm := (commute_of_modes h.a_sm h.ad_sm h.b_sm h.bd_sm).1.eq
  have hJ := (vibronicJ_conserved h w g).eq
  -- two units come from the vibration, one from the pseudospin
  have LW : o.vibL * o.warping - o.warping * o.vibL = o.torque + o.torque := by
    unfold Operators.warping Operators.torque
    linear_combination (norm := noncomm_ring) hq * o.q * o.sm + o.q * hq * o.sm
      + o.q * o.q * Lm + hqd * o.qd * o.sp + o.qd * hqd * o.sp + o.qd * o.qd * Lp
  have zW : o.sz * o.warping - o.warping * o.sz = o.torque + o.torque := by
    unfold Operators.warping Operators.torque
    linear_combination (norm := noncomm_ring) zq * o.q * o.sm + o.q * zq * o.sm
      + o.q * o.q * hm + zqd * o.qd * o.sp + o.qd * zqd * o.sp + o.qd * o.qd * hp
  have JW : o.vibronicJ * o.warping - o.warping * o.vibronicJ = (3 : ℂ) • o.torque := by
    simp only [Operators.vibronicJ, mul_add, add_mul, mul_smul_comm, smul_mul_assoc]
    linear_combination (norm := module) LW + (1 / 2 : ℂ) • zW
  simp only [mul_add, add_mul, mul_smul_comm, smul_mul_assoc]
  linear_combination (norm := module) hJ + k • JW

end

end JahnTeller
```

```lean
#print axioms JahnTeller.vibronicJ_conserved
#print axioms JahnTeller.warping_commutator
```

```
'JahnTeller.vibronicJ_conserved' depends on axioms: [propext, Classical.choice, Quot.sound]
'JahnTeller.warping_commutator' depends on axioms: [propext, Classical.choice, Quot.sound]
```

## From commutators to Lean identities

`commute_of_modes` extends commutation with the four mode operators to L, N̂, q and q†. `vibL_shift` and `sz_shift` prove the shift rules. Their `linear_combination` lines multiply the assumed relations by operators on the left or right, and `noncomm_ring` checks the remaining identity without reordering factors. `sz_commute` obtains the commutation of sz with N̂, q and q† by writing sz in terms of sp and sm.

Inside `angular_momentum_exchange`, `LN` shows that L commutes with N̂, `LC` is the vibrational commutator with the coupling, and `zC` is the electronic one. Since `zC` uses sz and not sz/2, its right side is T + T, and the final step weights it by `g / 2`. The `module` normaliser handles the scalar factors.

`vibronicJ_conserved` adds the two exchange identities. `warping_commutator` repeats the pattern: `LW` applies the shift of q or q† twice, `zW` applies the pseudospin shift once, and `JW` combines them into the factor 3. Conservation under H removes the remaining terms.
